# A bound on the error from dropping high empty states in an exchange sum

## Cutting off the empty orbitals

The exchange coupling between two magnetic sites can be estimated from the energy change of non-interacting electrons when the two moments are tilted slightly. Second-order perturbation theory in the tilts then gives a sum over pairs of one occupied and one empty orbital. The empty orbitals can be many, and to save work the sum may be stopped at some energy L. The bound below limits the error of that step in a finite orbital space with fixed one-electron levels, and its numerator can be evaluated from the occupied orbitals alone.

Let H be the one-electron Hamiltonian, with spin included in the orbitals. Tilt the moments at the two sites by small angles θ₁ and θ₂, and suppose that H changes by θ₁X + θ₂Y, with X and Y Hermitian. For non-interacting electrons with fixed occupations, the coefficient of θ₁θ₂ in the energy is −2 Re S, where S is the sum

S = Σ_o Σ_u ⟨o, Xu⟩⟨u, Yo⟩ / (e_u − e_o).

Here o runs over the occupied orbitals, u over the empty ones, and e_o and e_u are their energies. The inner product is conjugate-linear in its first argument.

## The bound and its ingredients

Let F be the Fermi level. An orbital is occupied if its energy is at most F and empty if its energy is above F, so every denominator in S is positive. For a cutoff L > F, let S_L be the same sum restricted to empty orbitals with e_u < L. Define the strength of X on the occupied orbitals by

A_X = Σ_o ‖Xo‖²,

and A_Y in the same way. The result is

|S − S_L| ≤ √(A_X A_Y) / (L − F).

The result assumes that X is Hermitian, while Y may be any linear operator. The gap between the highest occupied and the lowest empty level does not enter, because the pairs with small denominators are all kept.

## From the dropped pairs to the bound

Since L > F, the empty orbitals split into those with F < e_u < L and those with e_u ≥ L. The first group gives S_L, so

S − S_L = Σ_o Σ_{u: e_u ≥ L} ⟨o, Xu⟩⟨u, Yo⟩ / (e_u − e_o).

In every dropped pair e_o ≤ F and e_u ≥ L, hence e_u − e_o ≥ L − F > 0. By the triangle inequality,

|S − S_L| ≤ (1/(L − F)) Σ_o Σ_{u: e_u ≥ L} |⟨o, Xu⟩| |⟨u, Yo⟩|.

Now fix one occupied orbital o. Because X is Hermitian,

⟨o, Xu⟩ = ⟨Xo, u⟩ = conj ⟨u, Xo⟩,

so |⟨o, Xu⟩| = |⟨u, Xo⟩|. The Cauchy–Schwarz inequality for the sum over u gives

Σ_u |⟨u, Xo⟩| |⟨u, Yo⟩| ≤ √(Σ_u |⟨u, Xo⟩|²) √(Σ_u |⟨u, Yo⟩|²).

The orbitals u are orthonormal, so Bessel's inequality bounds the two roots by ‖Xo‖ and ‖Yo‖. What remains is a sum over occupied orbitals, to which Cauchy–Schwarz applies once more:

Σ_o ‖Xo‖ ‖Yo‖ ≤ √(Σ_o ‖Xo‖² · Σ_o ‖Yo‖²) = √(A_X A_Y).

Division by L − F gives the bound.

For an arbitrary linear X the bound can fail. Take one occupied orbital o at F and one empty orbital u at L, with Xu = o, Xo = 0 and Yo = u. Then A_X = 0, although the dropped term is 1/(L − F).

## Choosing L in a calculation

Suppose the Hamiltonian is a matrix in an orthonormal set of localised functions. Each occupied orbital is then a coefficient vector. Multiplying it by the matrix of X and adding up the squared moduli of the entries gives ‖Xo‖², and the sum over occupied orbitals gives A_X. No empty orbital is needed at this stage.

For a tolerance ε > 0 on S, any L > F with

L ≥ F + √(A_X A_Y)/ε

is sufficient, since this condition says that √(A_X A_Y) ≤ ε(L − F). The eigensolver is then asked for all levels below L, and the matrix elements ⟨o, Xu⟩ and ⟨u, Yo⟩ are formed for those levels only.

As an illustration with invented numbers, let A_X = A_Y = 2 eV² and ε = 0.05 eV. The rule gives L = F + 40 eV, and the energy coefficient −2 Re S is then off by at most 0.1 eV. This is a worst-case estimate: it gives every dropped pair the smallest possible denominator and ignores cancellation between terms. It also ignores the fact that X and Y may act on distant sites. Many exchange couplings are only a few meV, so a useful tolerance is often much smaller than the one chosen here. For ε = 1 meV the same strengths give L = F + 2000 eV. If L lies above the highest level of the orbital space, the rule drops nothing and saves no work.

## Two levels that attain the bound

Take one orbital at energy F and one at energy L, and let X = Y be the operator that exchanges them. The lower orbital is occupied and the upper one is empty. Both matrix elements are 1, so S = 1/(L − F), while S_L = 0 because the only empty orbital lies at the cutoff. The strength is A_X = A_Y = 1, and the bound is also 1/(L − F). A bound of this form therefore cannot hold for all Hermitian X and Y with a smaller constant in front. Since X and Y coincide here, the example tests the inequality and is not a model of two separate magnetic sites.

## Orbitals, levels and operators in Lean

The space `E` is a complex inner product space, and the orbitals are an `OrthonormalBasis ι ℂ E` called `b`, with a finite index type `ι`. The indices `o` and `u` label orbitals, and the orbitals themselves are `b o` and `b u`. The levels are a function `e : ι → ℝ`. The operators `X` and `Y` are linear maps, and `X.IsSymmetric` says that `X` is Hermitian.

The sums S and S_L are `exchangeSum` and `truncatedSum`, built from the single contribution `pairTerm`. The quantity A_X is `strength b e F X`. An orbital exactly at F counts as occupied, and one exactly at L is dropped.

The main theorem, `cutoff_error_le`, says: for Hermitian `X`, any linear `Y` and `F < L`, the norm of the difference of the two sums is at most the square root of the product of the strengths, divided by `L - F`. It takes the orbitals and any real levels `e` as given. They are the eigenvectors and eigenvalues of the Hermitian operator that multiplies each `b i` by `e i`. In `hamiltonian_cutoff_error_le` the orbitals are the eigenvectors of a Hermitian `H` and the levels are its eigenvalues, both as supplied by Mathlib. If a program has picked another eigenbasis within a degenerate level, the general theorem applies to that basis directly.

`cutoff_for_tolerance` is the rule for choosing L. It assumes `F < L` separately, since the other condition reduces to L ≥ F when one of the strengths vanishes. `cutoff_error_sharp` is the two-level example.

The model has finitely many orbitals, sharp occupations and fixed levels. It has no continuum of scattering states, no thermal smearing and no response of the electron interaction to the tilt. The error it bounds is that of dropping orbitals within the given space, which is separate from the error of choosing too small a space.

```lean
import Mathlib

open scoped InnerProductSpace

namespace ExchangeCutoff

noncomputable section

variable {ι E : Type*} [Fintype ι] [NormedAddCommGroup E] [InnerProductSpace ℂ E]

/-- Contribution of the orbital pair `o`, `u` to the exchange sum,
`⟨o, X u⟩ ⟨u, Y o⟩ / (e u - e o)`, meant for `e u ≠ e o`. -/
def pairTerm (b : OrthonormalBasis ι ℂ E) (e : ι → ℝ) (X Y : E →ₗ[ℂ] E) (o u : ι) : ℂ :=
  ⟪b o, X (b u)⟫_ℂ * ⟪b u, Y (b o)⟫_ℂ / ((e u - e o : ℝ) : ℂ)

/-- The full exchange sum over occupied orbitals (`e o ≤ F`) and empty orbitals (`F < e u`). -/
def exchangeSum (b : OrthonormalBasis ι ℂ E) (e : ι → ℝ) (F : ℝ) (X Y : E →ₗ[ℂ] E) : ℂ :=
  ∑ o with e o ≤ F, ∑ u with F < e u, pairTerm b e X Y o u

/-- The exchange sum that keeps only the empty orbitals below the cutoff energy `L`. -/
def truncatedSum (b : OrthonormalBasis ι ℂ E) (e : ι → ℝ) (F L : ℝ) (X Y : E →ₗ[ℂ] E) : ℂ :=
  ∑ o with e o ≤ F, ∑ u with F < e u ∧ e u < L, pairTerm b e X Y o u

/-- Total strength of the perturbation `X` on the occupied orbitals, the sum of `‖X o‖²`. -/
def strength (b : OrthonormalBasis ι ℂ E) (e : ι → ℝ) (F : ℝ) (X : E →ₗ[ℂ] E) : ℝ :=
  ∑ o with e o ≤ F, ‖X (b o)‖ ^ 2

/-- For a cutoff above the Fermi level, the truncation error is the sum over occupied orbitals
and orbitals at or above the cutoff. -/
theorem exchangeSum_sub_truncatedSum (b : OrthonormalBasis ι ℂ E) (e : ι → ℝ) {F L : ℝ}
    (X Y : E →ₗ[ℂ] E) (hFL : F < L) :
    exchangeSum b e F X Y - truncatedSum b e F L X Y =
      ∑ o with e o ≤ F, ∑ u with L ≤ e u, pairTerm b e X Y o u := by
  rw [exchangeSum, truncatedSum, ← Finset.sum_sub_distrib]
  refine Finset.sum_congr rfl fun o _ => ?_
  rw [sub_eq_iff_eq_add]
  simp only [Finset.sum_filter]
  rw [← Finset.sum_add_distrib]
  refine Finset.sum_congr rfl fun u _ => ?_
  -- every orbital is either below the cutoff or at or above it
  rcases lt_or_ge (e u) L with h | h
  · simp [h, not_le.mpr h]
  · have h' : F < e u := lt_of_lt_of_le hFL h
    simp [h, h', not_lt.mpr h]

/-- The contribution of a pair with `e o ≤ F < L ≤ e u` has modulus at most the product of the
moduli of its two matrix elements, divided by `L - F`. -/
theorem norm_pairTerm_le (b : OrthonormalBasis ι ℂ E) (e : ι → ℝ) {F L : ℝ}
    (X Y : E →ₗ[ℂ] E) (hFL : F < L) {o u : ι} (ho : e o ≤ F) (hu : L ≤ e u) :
    ‖pairTerm b e X Y o u‖ ≤
      ‖⟪b o, X (b u)⟫_ℂ‖ * ‖⟪b u, Y (b o)⟫_ℂ‖ / (L - F) := by
  have h0 : 0 ≤ e u - e o := by linarith
  rw [pairTerm, norm_div, norm_mul, Complex.norm_real, Real.norm_of_nonneg h0]
  exact div_le_div_of_nonneg_left (by positivity) (by linarith) (by linarith)

/-- For Hermitian `X`, the products of the moduli of the matrix elements that link one orbital `o`
to any finite set of orbitals add up to at most `‖X o‖ ‖Y o‖`. -/
theorem sum_matrixElements_le (b : OrthonormalBasis ι ℂ E) {X : E →ₗ[ℂ] E}
    (hX : X.IsSymmetric) (Y : E →ₗ[ℂ] E) (o : ι) (s : Finset ι) :
    ∑ u ∈ s, ‖⟪b o, X (b u)⟫_ℂ‖ * ‖⟪b u, Y (b o)⟫_ℂ‖ ≤ ‖X (b o)‖ * ‖Y (b o)‖ := by
  -- Hermiticity moves `X` onto the orbital `o`
  have hsymm : ∀ u, ‖⟪b o, X (b u)⟫_ℂ‖ = ‖⟪b u, X (b o)⟫_ℂ‖ := fun u => by
    rw [← hX (b o) (b u), norm_inner_symm]
  simp only [hsymm]
  -- Cauchy-Schwarz over `u`, then Bessel's inequality for each factor
  have hcs := Finset.sum_mul_sq_le_sq_mul_sq s
    (fun u => ‖⟪b u, X (b o)⟫_ℂ‖) (fun u => ‖⟪b u, Y (b o)⟫_ℂ‖)
  have hbx : ∑ u ∈ s, ‖⟪b u, X (b o)⟫_ℂ‖ ^ 2 ≤ ‖X (b o)‖ ^ 2 :=
    b.orthonormal.sum_inner_products_le _
  have hby : ∑ u ∈ s, ‖⟪b u, Y (b o)⟫_ℂ‖ ^ 2 ≤ ‖Y (b o)‖ ^ 2 :=
    b.orthonormal.sum_inner_products_le _
  refine le_trans (le_abs_self _) (abs_le_of_sq_le_sq ?_ (by positivity))
  rw [mul_pow]
  exact hcs.trans (mul_le_mul hbx hby (Finset.sum_nonneg fun _ _ => by positivity)
    (by positivity))

/-- For Hermitian `X` and a cutoff `L` above the Fermi level `F`, dropping the empty orbitals at
or above `L` changes the exchange sum by at most `√(∑ ‖X o‖² ∑ ‖Y o‖²) / (L - F)`. -/
theorem cutoff_error_le (b : OrthonormalBasis ι ℂ E) (e : ι → ℝ) {F L : ℝ}
    {X : E →ₗ[ℂ] E} (hX : X.IsSymmetric) (Y : E →ₗ[ℂ] E) (hFL : F < L) :
    ‖exchangeSum b e F X Y - truncatedSum b e F L X Y‖ ≤
      √(strength b e F X * strength b e F Y) / (L - F) := by
  have hpos : 0 < L - F := sub_pos.2 hFL
  rw [exchangeSum_sub_truncatedSum b e X Y hFL]
  -- the error belonging to one occupied orbital
  have key : ∀ o ∈ Finset.univ.filter (fun o => e o ≤ F),
      ‖∑ u with L ≤ e u, pairTerm b e X Y o u‖ ≤ ‖X (b o)‖ * ‖Y (b o)‖ / (L - F) := by
    intro o ho
    refine (norm_sum_le_of_le _ fun u hu => norm_pairTerm_le b e X Y hFL
      (Finset.mem_filter.1 ho).2 (Finset.mem_filter.1 hu).2).trans ?_
    rw [← Finset.sum_div]
    exact div_le_div_of_nonneg_right (sum_matrixElements_le b hX Y o _) hpos.le
  refine (norm_sum_le_of_le _ key).trans ?_
  rw [← Finset.sum_div]
  -- Cauchy-Schwarz over the occupied orbitals
  refine div_le_div_of_nonneg_right ?_ hpos.le
  exact (le_abs_self _).trans (Real.abs_le_sqrt (Finset.sum_mul_sq_le_sq_mul_sq _ _ _))

/-- The cutoff bound for a Hermitian Hamiltonian `H` on a finite-dimensional space, with its
orthonormal eigenvectors as orbitals and its eigenvalues as levels; `X` is Hermitian and the
cutoff `L` lies above the Fermi level `F`. -/
theorem hamiltonian_cutoff_error_le [FiniteDimensional ℂ E] {n : ℕ}
    (hn : Module.finrank ℂ E = n) {H X : E →ₗ[ℂ] E} (hH : H.IsSymmetric)
    (hX : X.IsSymmetric) (Y : E →ₗ[ℂ] E) {F L : ℝ} (hFL : F < L) :
    ‖exchangeSum (hH.eigenvectorBasis hn) (hH.eigenvalues hn) F X Y -
        truncatedSum (hH.eigenvectorBasis hn) (hH.eigenvalues hn) F L X Y‖ ≤
      √(strength (hH.eigenvectorBasis hn) (hH.eigenvalues hn) F X *
        strength (hH.eigenvectorBasis hn) (hH.eigenvalues hn) F Y) / (L - F) :=
  cutoff_error_le _ _ hX Y hFL

/-- Choice of the cutoff: for Hermitian `X` and a tolerance `ε > 0`, a cutoff `L > F` with
`L ≥ F + √(∑ ‖X o‖² ∑ ‖Y o‖²) / ε` keeps the truncation error within `ε`. -/
theorem cutoff_for_tolerance (b : OrthonormalBasis ι ℂ E) (e : ι → ℝ) {F L ε : ℝ}
    {X : E →ₗ[ℂ] E} (hX : X.IsSymmetric) (Y : E →ₗ[ℂ] E) (hFL : F < L) (hε : 0 < ε)
    (hL : F + √(strength b e F X * strength b e F Y) / ε ≤ L) :
    ‖exchangeSum b e F X Y - truncatedSum b e F L X Y‖ ≤ ε := by
  refine (cutoff_error_le b e hX Y hFL).trans ?_
  have h := (div_le_iff₀ hε).1 (le_sub_iff_add_le'.2 hL)
  rw [div_le_iff₀ (sub_pos.2 hFL)]
  linarith

/-- The operator that exchanges the two basis states of a two-level system. -/
def levelSwap : EuclideanSpace ℂ (Fin 2) →ₗ[ℂ] EuclideanSpace ℂ (Fin 2) where
  toFun v := !₂[v 1, v 0]
  map_add' v w := by ext i; fin_cases i <;> simp
  map_smul' c v := by ext i; fin_cases i <;> simp

/-- The bound is sharp: for two levels `F < L` and `X = Y` the Hermitian operator that exchanges
them, the truncation error and the bound both equal `1 / (L - F)`. -/
theorem cutoff_error_sharp {F L : ℝ} (hFL : F < L) :
    let b := EuclideanSpace.basisFun (Fin 2) ℂ
    levelSwap.IsSymmetric ∧
    ‖exchangeSum b ![F, L] F levelSwap levelSwap -
        truncatedSum b ![F, L] F L levelSwap levelSwap‖ = 1 / (L - F) ∧
    √(strength b ![F, L] F levelSwap * strength b ![F, L] F levelSwap) / (L - F) =
      1 / (L - F) := by
  intro b
  have h0 : levelSwap (b 0) = b 1 := by
    ext i; fin_cases i <;> simp [b, levelSwap]
  have h1 : levelSwap (b 1) = b 0 := by
    ext i; fin_cases i <;> simp [b, levelSwap]
  have hnorm : ∀ i, ‖b i‖ = 1 := b.orthonormal.1
  have hinner : ∀ i, ⟪b i, b i⟫_ℂ = 1 := fun i => by
    rw [inner_self_eq_norm_sq_to_K, hnorm]; simp
  clear_value b
  refine ⟨fun x y => ?_, ?_, ?_⟩
  · simp [levelSwap, PiLp.inner_apply, Fin.sum_univ_two]
    ring
  · -- only the pair formed by the lower and the upper level is dropped
    have hd : exchangeSum b ![F, L] F levelSwap levelSwap -
        truncatedSum b ![F, L] F L levelSwap levelSwap = ((1 / (L - F) : ℝ) : ℂ) := by
      rw [exchangeSum_sub_truncatedSum b _ _ _ hFL]
      simp only [Finset.sum_filter, Fin.sum_univ_two, pairTerm, h0, h1, hinner]
      simp [not_le.mpr hFL]
    rw [hd, Complex.norm_real, Real.norm_of_nonneg (one_div_pos.2 (sub_pos.2 hFL)).le]
  · have hs : strength b ![F, L] F levelSwap = 1 := by
      simp only [strength, Finset.sum_filter, Fin.sum_univ_two, h0, h1, hnorm]
      simp [not_le.mpr hFL]
    rw [hs, mul_one, Real.sqrt_one]

end

end ExchangeCutoff
```

```lean
#print axioms ExchangeCutoff.cutoff_error_le
#print axioms ExchangeCutoff.hamiltonian_cutoff_error_le
#print axioms ExchangeCutoff.cutoff_for_tolerance
#print axioms ExchangeCutoff.cutoff_error_sharp
```

```
'ExchangeCutoff.cutoff_error_le' depends on axioms: [propext, Classical.choice, Quot.sound]
'ExchangeCutoff.hamiltonian_cutoff_error_le' depends on axioms: [propext, Classical.choice, Quot.sound]
'ExchangeCutoff.cutoff_for_tolerance' depends on axioms: [propext, Classical.choice, Quot.sound]
'ExchangeCutoff.cutoff_error_sharp' depends on axioms: [propext, Classical.choice, Quot.sound]
```

## Splitting the sum and bounding one pair

`exchangeSum_sub_truncatedSum` identifies the error with the sum over dropped pairs. After the difference has been taken separately for each `o`, `Finset.sum_filter` turns the restricted sums over `u` into sums over all orbitals, with a zero where the condition fails. The identity can then be checked for one `u` at a time, and `lt_or_ge (e u) L` separates the two cases. The hypothesis `F < L` enters in the second case, where an orbital at or above L has to be empty.

`norm_pairTerm_le` is the estimate of a single denominator. The norm of the quotient is written as a quotient of norms, and `div_le_div_of_nonneg_left` replaces `e u - e o` by the positive number `L - F`, which is no larger.

## Bessel's inequality and two uses of Cauchy–Schwarz

`sum_matrixElements_le` treats one orbital `o` and an arbitrary finite set `s` of partners. The step `hsymm` moves `X` onto `o`, and this is the only place where Hermiticity of `X` is used. Then `hcs` is Cauchy–Schwarz in squared form, and `hbx` and `hby` are Bessel's inequality for the two factors. Together they bound the square of the sum by the square of ‖Xo‖‖Yo‖, and `abs_le_of_sq_le_sq` removes the squares.

In `cutoff_error_le` these results are combined. The statement `key` bounds the error belonging to one occupied orbital by ‖Xo‖‖Yo‖/(L − F), using the triangle inequality `norm_sum_le_of_le` and the two preceding lemmas. A second triangle inequality adds up the occupied orbitals. The last line is Cauchy–Schwarz over `o`, with `Real.abs_le_sqrt` producing the square root in the statement.

## The eigenbasis, the tolerance and the two-level system

The Hamiltonian theorem is the general one applied to the eigenvectors and eigenvalues of `H`, so it needs no further argument. For the tolerance, `div_le_iff₀` is used twice: once to rewrite the condition on L as √(A_X A_Y) ≤ (L − F)ε, and once to bring the desired inequality into the same form.

The operator in the sharpness example is `levelSwap`, which exchanges the two components of a vector. The facts `h0` and `h1` record its action on the basis vectors. Hermiticity is checked by writing out the inner product in components. For the error, `hd` uses the formula for the dropped pairs, in which only the pair with `o` = 0 and `u` = 1 remains, and finds 1/(L − F). Finally, `hs` computes the strength as 1, so the bound has the same value.
